# A fixed radial grid with positive nodes loses ever tighter Gaussians completely

Take finitely many nodes \(r_i>0\) and real weights \(w_i\), and keep them fixed. For every natural number \(k\),

\[
\frac{\sum_i w_i\, r_i^k e^{-p r_i^2}}{\int_0^\infty r^k e^{-p r^2}\,dr}\;\longrightarrow\;0
\qquad (p\to\infty).
\]

The relative error therefore tends to one, that is, to 100 percent. The case \(k=2\) is the radial integral of an s-type Gaussian with its volume element.

## Tight primitives in semilocal core-potential integrals

Let two pure Gaussian primitives of angular momentum \(l\), with exponents \(\alpha\) and \(\beta\), sit on the centre of an effective core potential. A potential term \(r^{n-2}e^{-\zeta r^2}\), with \(n=0,1,2\), leaves the radial integrand \(r^{2l+n}e^{-(\alpha+\beta+\zeta)r^2}\), so \(k=2l+n\) and \(p=\alpha+\beta\), with \(\zeta\) as a shift. A code that evaluates such one-centre integrals on one radial grid for all exponents relies on the grid resolving the tightest pair. The result shows that no fixed finite grid with positive nodes can do this for unbounded exponents.

The Gaussian has width of order \(1/\sqrt p\). Once this is far below the smallest node, the grid sees only the tail. For a single node \(r=1\) with weight 1 and \(k=2\), the ratio is about 0.83 at \(p=1\) and about 0.003 at \(p=10\).

## Exponential decay against a power law

Write \(I_k(p)\) for the exact integral. Substituting \(t=pr^2\), so that \(dr=dt/(2\sqrt{pt})\), gives for \(p>0\)

\[
I_k(p)=\tfrac12\,p^{-(k+1)/2}\int_0^\infty t^{(k-1)/2}e^{-t}\,dt
=\tfrac12\,p^{-(k+1)/2}\,\Gamma\!\left(\tfrac{k+1}{2}\right)>0 .
\]

For \(k=2\), \(\Gamma(3/2)=\sqrt\pi/2\) gives \(I_2(p)=\sqrt\pi/(4p^{3/2})\).

One node contributes the ratio

\[
\frac{r_i^k e^{-pr_i^2}}{I_k(p)}=\frac{2r_i^k}{\Gamma(\frac{k+1}{2})}\;p^{(k+1)/2}e^{-pr_i^2}.
\]

Put \(s=(k+1)/2\) and \(a=r_i^2>0\), and choose an integer \(m>s\). Since \(e^{ap}\ge (ap)^m/m!\),

\[
p^s e^{-ap}\le \frac{m!}{a^m}\,p^{s-m}\to 0 .
\]

Multiplying by \(w_i\) and summing over finitely many nodes proves the limit. With \(Q(p)\) for the quadrature value, the relative error is \(|Q(p)/I_k(p)-1|\to|0-1|=1\).

A factor \(e^{-\zeta r^2}\) in the integrand replaces \(p\) by \(p+\zeta\) in both quadrature and integral, and \(p+\zeta\to\infty\) as well.

**A node at the origin.** Positivity of the nodes matters when \(k=0\), which occurs for \(l=0\), \(n=0\). Take one node \(r=0\) with weight 1. The quadrature value is 1 for every \(p\), while \(I_0(p)=\tfrac12\sqrt{\pi/p}\), so the ratio is \(2\sqrt{p/\pi}\) and diverges.

**A grid that follows the exponent.** Replace \(r_i\) by \(r_i/\sqrt p\) and \(w_i\) by \(w_i/\sqrt p\). Then

\[
\sum_i \frac{w_i}{\sqrt p}\left(\frac{r_i}{\sqrt p}\right)^k e^{-r_i^2}
=p^{-(k+1)/2}\sum_i w_i r_i^k e^{-r_i^2},
\qquad I_k(p)=p^{-(k+1)/2}I_k(1).
\]

The common factor cancels, so the relative error at \(p=1\) is kept for every \(p>0\).

## The same objects in Lean

`radialGaussian k p x` is \(x^k e^{-px^2}\), and `exactIntegral k p` is its Lebesgue integral over `Set.Ioi 0`, the open half-line. `gridSum r w f` is \(\sum_i w_i f(r_i)\), with the nodes indexed by a finite type `ι`, which may be empty. In `fixed_grid_fails`, the hypothesis `hr` says that all nodes are positive; the weights may have either sign. `Tendsto … atTop (𝓝 0)` is the limit \(p\to\infty\).

The volume element belongs to the integrand. If a code stores weights that already contain \(r_i^2\), divide them by \(r_i^2\) before comparing.

```lean
import Mathlib

open Filter Topology MeasureTheory Real

namespace TightGaussianQuadrature

noncomputable section

/-- The radial integrand `x ^ k * exp (-p x²)` with Gaussian exponent `p`. -/
def radialGaussian (k : ℕ) (p x : ℝ) : ℝ := x ^ k * Real.exp (-p * x ^ 2)

/-- The exact radial integral of `x ^ k * exp (-p x²)` over `x > 0`. -/
def exactIntegral (k : ℕ) (p : ℝ) : ℝ := ∫ x in Set.Ioi (0 : ℝ), radialGaussian k p x

/-- The quadrature value of `f` on the grid with nodes `r i` and weights `w i`. -/
def gridSum {ι : Type*} [Fintype ι] (r w : ι → ℝ) (f : ℝ → ℝ) : ℝ := ∑ i, w i * f (r i)

/-- For `p > 0` the exact radial integral is `(1 / 2) * p ^ (-(k + 1) / 2) * Gamma ((k + 1) / 2)`.
-/
theorem exactIntegral_eq (k : ℕ) {p : ℝ} (hp : 0 < p) :
    exactIntegral k p =
      p ^ (-((k : ℝ) + 1) / 2) * (1 / 2) * Real.Gamma (((k : ℝ) + 1) / 2) := by
  have hk : (-1 : ℝ) < (k : ℝ) := by
    have := Nat.cast_nonneg (α := ℝ) k
    linarith
  have h := integral_rpow_mul_exp_neg_mul_rpow (p := 2) (q := (k : ℝ)) (b := p)
    (by norm_num) hk hp
  refine Eq.trans ?_ h
  refine setIntegral_congr_fun measurableSet_Ioi ?_
  intro x _
  simp only [radialGaussian, Real.rpow_natCast, Real.rpow_two]

/-- The exact radial integral is strictly positive for `p > 0`. -/
theorem exactIntegral_pos (k : ℕ) {p : ℝ} (hp : 0 < p) : 0 < exactIntegral k p := by
  rw [exactIntegral_eq k hp]
  have hG : 0 < Real.Gamma (((k : ℝ) + 1) / 2) := Real.Gamma_pos_of_pos (by positivity)
  have hP : 0 < p ^ (-((k : ℝ) + 1) / 2) := Real.rpow_pos_of_pos hp _
  positivity

/-- For `p > 0` the integral of `r² exp (-p r²)` over `r > 0` is `√π / (4 p^(3/2))`. -/
theorem exactIntegral_two {p : ℝ} (hp : 0 < p) :
    exactIntegral 2 p = √Real.pi / (4 * p ^ (3 / 2 : ℝ)) := by
  have g : Real.Gamma (3 / 2) = 1 / 2 * √Real.pi := by
    rw [show (3 / 2 : ℝ) = 1 / 2 + 1 by norm_num, Real.Gamma_add_one (by norm_num),
      Real.Gamma_one_half_eq]
  rw [exactIntegral_eq 2 hp, show -(((2 : ℕ) : ℝ) + 1) / 2 = -(3 / 2) by norm_num,
    show (((2 : ℕ) : ℝ) + 1) / 2 = 3 / 2 by norm_num, g, Real.rpow_neg hp.le]
  ring

/-- At a fixed point `x > 0` the integrand, divided by the exact integral, vanishes as the
Gaussian becomes tight. -/
theorem node_ratio_tendsto_zero (k : ℕ) {x : ℝ} (hx : 0 < x) :
    Tendsto (fun p => radialGaussian k p x / exactIntegral k p) atTop (𝓝 0) := by
  -- exponential decay in `p` beats the power law of the exact integral
  have h : Tendsto (fun p : ℝ => x ^ k / (1 / 2 * Real.Gamma (((k : ℝ) + 1) / 2)) *
      (p ^ (((k : ℝ) + 1) / 2) * Real.exp (-x ^ 2 * p))) atTop (𝓝 0) := by
    simpa only [mul_zero] using
      (tendsto_rpow_mul_exp_neg_mul_atTop_nhds_zero (((k : ℝ) + 1) / 2) (x ^ 2)
        (by positivity)).const_mul (x ^ k / (1 / 2 * Real.Gamma (((k : ℝ) + 1) / 2)))
  refine h.congr' ?_
  filter_upwards [eventually_gt_atTop (0 : ℝ)] with p hp
  rw [exactIntegral_eq k hp, radialGaussian,
    show -((k : ℝ) + 1) / 2 = -(((k : ℝ) + 1) / 2) by ring, Real.rpow_neg hp.le,
    show -p * x ^ 2 = -x ^ 2 * p by ring]
  simp only [div_eq_mul_inv, mul_inv, inv_inv]
  ring

/-- On any fixed finite grid with positive nodes and real weights, the quadrature value of
`r ^ k * exp (-p r²)` divided by the exact integral tends to zero as `p` tends to infinity. -/
theorem fixed_grid_fails {ι : Type*} [Fintype ι] (k : ℕ) (r w : ι → ℝ)
    (hr : ∀ i, 0 < r i) :
    Tendsto (fun p => gridSum r w (radialGaussian k p) / exactIntegral k p)
      atTop (𝓝 0) := by
  have h : Tendsto (fun p => ∑ i, w i * (radialGaussian k p (r i) / exactIntegral k p))
      atTop (𝓝 (∑ i, w i * 0)) :=
    tendsto_finsetSum _ fun i _ => (node_ratio_tendsto_zero k (hr i)).const_mul (w i)
  simpa only [gridSum, Finset.sum_div, mul_div_assoc, mul_zero, Finset.sum_const_zero] using h

/-- The relative error of a fixed finite grid with positive nodes tends to one, that is to
100 percent, as the Gaussian becomes tight. -/
theorem relative_error_tendsto_one {ι : Type*} [Fintype ι] (k : ℕ) (r w : ι → ℝ)
    (hr : ∀ i, 0 < r i) :
    Tendsto (fun p => |gridSum r w (radialGaussian k p) - exactIntegral k p| /
      exactIntegral k p) atTop (𝓝 1) := by
  have h : Tendsto (fun p => |gridSum r w (radialGaussian k p) / exactIntegral k p - 1|)
      atTop (𝓝 1) := by
    simpa using ((fixed_grid_fails k r w hr).sub_const 1).abs
  refine h.congr' ?_
  filter_upwards [eventually_gt_atTop (0 : ℝ)] with p hp
  have hI := exactIntegral_pos k hp
  rw [div_sub_one hI.ne', abs_div, abs_of_pos hI]

/-- The ratio of quadrature to exact value still tends to zero when the integrand carries a
Gaussian factor `exp (-ζ r²)` of a core potential, for a fixed grid with positive nodes. -/
theorem fixed_grid_fails_core_potential {ι : Type*} [Fintype ι] (k : ℕ) (ζ : ℝ)
    (r w : ι → ℝ) (hr : ∀ i, 0 < r i) :
    Tendsto (fun p => gridSum r w (fun x => Real.exp (-ζ * x ^ 2) * radialGaussian k p x) /
      ∫ x in Set.Ioi (0 : ℝ), Real.exp (-ζ * x ^ 2) * radialGaussian k p x)
      atTop (𝓝 0) := by
  -- the Gaussian factor of the potential only shifts the exponent
  have key : ∀ p x : ℝ, Real.exp (-ζ * x ^ 2) * radialGaussian k p x =
      radialGaussian k (p + ζ) x := by
    intro p x
    simp only [radialGaussian]
    rw [show -(p + ζ) * x ^ 2 = -ζ * x ^ 2 + -p * x ^ 2 by ring, Real.exp_add]
    ring
  simp only [key]
  exact (fixed_grid_fails k r w hr).comp (tendsto_atTop_add_const_right atTop ζ tendsto_id)

/-- For `k = 0` and a single node at the origin with unit weight, the ratio of quadrature to
exact value diverges as the Gaussian becomes tight. -/
theorem origin_node_diverges :
    Tendsto (fun p => gridSum (fun _ : Unit => 0) (fun _ => 1) (radialGaussian 0 p) /
      exactIntegral 0 p) atTop atTop := by
  have hG : 0 < (1 / 2 * Real.Gamma (1 / 2))⁻¹ := by
    have := Real.Gamma_pos_of_pos (show (0 : ℝ) < 1 / 2 by norm_num)
    positivity
  have h : Tendsto (fun p : ℝ => (1 / 2 * Real.Gamma (1 / 2))⁻¹ * p ^ (1 / 2 : ℝ))
      atTop atTop :=
    (tendsto_rpow_atTop (by norm_num)).const_mul_atTop hG
  refine h.congr' ?_
  filter_upwards [eventually_gt_atTop (0 : ℝ)] with p hp
  have h1 : gridSum (fun _ : Unit => 0) (fun _ => 1) (radialGaussian 0 p) = 1 := by
    simp [gridSum, radialGaussian]
  rw [h1, exactIntegral_eq 0 hp, show -(((0 : ℕ) : ℝ) + 1) / 2 = -(1 / 2) by norm_num,
    show (((0 : ℕ) : ℝ) + 1) / 2 = 1 / 2 by norm_num, Real.rpow_neg hp.le]
  simp only [div_eq_mul_inv, mul_inv, inv_inv]
  ring

/-- If nodes and weights are both divided by `√p`, the ratio of quadrature to exact value is the
same for every exponent `p > 0` as for `p = 1`. -/
theorem scaled_grid_ratio {ι : Type*} [Fintype ι] (k : ℕ) (r w : ι → ℝ) {p : ℝ}
    (hp : 0 < p) :
    gridSum (fun i => r i / √p) (fun i => w i / √p) (radialGaussian k p) / exactIntegral k p =
      gridSum r w (radialGaussian k 1) / exactIntegral k 1 := by
  have hsp : 0 < √p := Real.sqrt_pos.2 hp
  have hc : (√p ^ (k + 1))⁻¹ ≠ 0 := by positivity
  have hs : p ^ (-((k : ℝ) + 1) / 2) = (√p ^ (k + 1))⁻¹ := by
    rw [Real.sqrt_eq_rpow, ← Real.rpow_natCast, ← Real.rpow_mul hp.le, ← Real.rpow_neg hp.le]
    congr 1
    push_cast
    ring
  -- exact integral and quadrature scale by the same factor
  have he : exactIntegral k p = (√p ^ (k + 1))⁻¹ * exactIntegral k 1 := by
    rw [exactIntegral_eq k hp, exactIntegral_eq k one_pos, Real.one_rpow, hs]
    ring
  have hg : gridSum (fun i => r i / √p) (fun i => w i / √p) (radialGaussian k p) =
      (√p ^ (k + 1))⁻¹ * gridSum r w (radialGaussian k 1) := by
    simp only [gridSum, radialGaussian]
    rw [Finset.mul_sum]
    refine Finset.sum_congr rfl fun i _ => ?_
    have hx : -p * (r i / √p) ^ 2 = -1 * r i ^ 2 := by
      rw [div_pow, Real.sq_sqrt hp.le]
      field_simp
    rw [hx, div_pow]
    ring
  rw [hg, he, mul_div_mul_left _ _ hc]

end

end TightGaussianQuadrature
```

```lean
#print axioms TightGaussianQuadrature.relative_error_tendsto_one
-- 'TightGaussianQuadrature.relative_error_tendsto_one' depends on axioms: [propext, Classical.choice, Quot.sound]
#print axioms TightGaussianQuadrature.fixed_grid_fails_core_potential
-- 'TightGaussianQuadrature.fixed_grid_fails_core_potential' depends on axioms: [propext, Classical.choice, Quot.sound]
#print axioms TightGaussianQuadrature.origin_node_diverges
-- 'TightGaussianQuadrature.origin_node_diverges' depends on axioms: [propext, Classical.choice, Quot.sound]
#print axioms TightGaussianQuadrature.scaled_grid_ratio
-- 'TightGaussianQuadrature.scaled_grid_ratio' depends on axioms: [propext, Classical.choice, Quot.sound]
```

## From the Gamma function to the limit

`exactIntegral_eq` takes the Gamma-function formula from Mathlib, after matching natural powers with real ones under the integral. `exactIntegral_pos` and `exactIntegral_two` read off the sign and the case \(k=2\).

`node_ratio_tendsto_zero` is the one-node estimate. Mathlib supplies the limit of \(p^s e^{-ap}\), and `const_mul` attaches the constant prefactor. The step `congr'` then identifies this expression with the ratio for \(p>0\), which suffices for a limit at infinity.

`fixed_grid_fails` adds the nodes with `tendsto_finsetSum`. `relative_error_tendsto_one` subtracts 1, takes the absolute value and uses positivity of the integral to bring it into the usual form. In `fixed_grid_fails_core_potential`, the identity `key` merges the two exponentials, and the main theorem is composed with \(p\mapsto p+\zeta\).

`origin_node_diverges` computes the counter-example. `scaled_grid_ratio` extracts the factor `(√p ^ (k + 1))⁻¹` from quadrature and integral, in `hg` and `he`, and cancels it.

## One Gaussian, one centre, and the limit of large exponent

The theorems fix the limit, not the exponent at which a given grid becomes unusable. A production grid may serve every exponent in a particular basis set; that has to be tested over the whole range of \(\alpha+\beta\) in use, because a grid that resolves the tightest pair can still end too early for the most diffuse one.

The integrand is a single power times a single Gaussian, with at most one Gaussian factor from the potential. Primitives on other centres, which bring Bessel functions into the radial integral, are not treated, nor are contracted functions or sums of potential terms, where contributions can cancel. Rounding error is absent, since all quantities are real numbers.

`scaled_grid_ratio` preserves the quality of a grid and does not create it: a rule that is poor at \(p=1\) stays equally poor. It also scales with \(p\) alone; when a potential factor is present, the corresponding scale is \(\sqrt{p+\zeta}\), for \(p+\zeta>0\).
